# For nonsingular Hessians, masses enter the Vineyard prefactor only through the unstable frequency

Take two uncoupled coordinates with masses m₁ and m₂. At the minimum the force constants are a₁ and a₂, and at the saddle they are −κ and b, with a₁, a₂, κ and b positive. Mass weighting divides each force constant by its mass, so the saddle has one unstable mode, with w² = κ/m₁, and one stable mode, with eigenvalue b/m₂. The product of the eigenvalues at the minimum, divided by the stable eigenvalue at the saddle, is

(a₁/m₁)(a₂/m₂) / (b/m₂) = a₁a₂/(m₁b) = w² · a₁a₂/(κb).

The mass m₂ has cancelled. The mass m₁ survives because the unstable mode was left out of the denominator, and w² contains it. With coupled coordinates the eigenvalues no longer factor in this way, but their products are determinants, and determinants do.

## The determinant identity and the prefactor

Let H₀ be the Hessian at the minimum, H₁ the Hessian at the saddle, and S the diagonal matrix with entries m_i^(−1/2), where every m_i is positive. Suppose that S H₁ S is invertible and has exactly one negative eigenvalue, −w² with w > 0. Write P for the product of its positive eigenvalues. Then

det(S H₀ S) / P = w² det H₀ / |det H₁|.

If H₀ is positive definite, the Vineyard prefactor ν, which is the product of the frequencies at the minimum divided by the product of the stable frequencies at the saddle, is

ν = (w/2π) √(det H₀ / |det H₁|).

Here w is an angular frequency. In general it depends on all the masses, through the eigenvalue problem for S H₁ S.

## Two routes to the same number in a rate code

A code for classical harmonic transition rates, with a finite set of coordinates and no zero modes, can obtain ν by diagonalising both mass-weighted Hessians. It can also take two determinants of the bare Hessians and one unstable frequency:

log ν = log w − log 2π + ½ (log det H₀ − log |det H₁|).

Comparing the two routes can expose a wrongly omitted mode or a miscounted factor of 2π. It does not test the masses themselves, since the identity holds for any positive masses used consistently.

For an isotope substitution on the same energy surface, the determinants can be kept and only w has to be recomputed.

## Derivation

Let M be the product of all m_i. Since det S = M^(−1/2), any matrix H satisfies

det(S H S) = (det S)² det H = det H / M.

The determinant of S H₁ S is the product of its eigenvalues. One of them is −w², none is zero, and the others are positive, so

det H₁ / M = −w² P, and therefore P = |det H₁| / (w² M).

Dividing det(S H₀ S) = det H₀ / M by this P gives

det(S H₀ S) / P = (det H₀ / M) · (w² M / |det H₁|) = w² det H₀ / |det H₁|.

For the prefactor, let N be the number of coordinates, λ_i the eigenvalues of S H₀ S, and μ_j the positive eigenvalues of S H₁ S. The λ_i are positive because xᵀ S H₀ S x = (Sx)ᵀ H₀ (Sx) is positive for every nonzero x. There are N factors of 2π at the minimum and N − 1 at the saddle, so

ν = ∏ (√λ_i / 2π) / ∏ (√μ_j / 2π) = (1/2π) √(det(S H₀ S) / P) = (w/2π) √(det H₀ / |det H₁|).

For a second set of masses, with unstable frequency w′ and prefactor ν′, the square root is unchanged and positive. It cancels in the quotient:

ν / ν′ = w / w′.

Now suppose that the unstable direction is a single coordinate k, decoupled from the rest: column k of H₁ is zero except for the diagonal entry −κ, with κ > 0. The unit vector e_k then satisfies

S H₁ S e_k = −(κ/m_k) e_k.

Because there is only one negative eigenvalue, w² = κ/m_k, and m_k is the only mass left in ν.

With one coordinate in total, H₀ = a and H₁ = −κ, the product P is empty and equals 1. The formula reduces to

ν = (1/2π) √(κ/m) √(a/κ) = (1/2π) √(a/m),

which is the vibrational frequency at the minimum. The curvature of the barrier drops out.

The determinant identity, though not the formula for ν, extends in the same way to a stationary point with several negative eigenvalues −w₁², …, −w_q² and no zero eigenvalue: w² is replaced by the product of the w_r². This extension is not among the theorems below.

## The Lean file

```lean
import Mathlib

open Matrix

namespace VineyardPrefactor

noncomputable section

variable {n : Type*} [Fintype n] [DecidableEq n]

/-- The mass-weighted Hessian `S H S`, where `S` is diagonal with entries `1/√mᵢ`. -/
def massWeighted (m : n → ℝ) (H : Matrix n n ℝ) : Matrix n n ℝ :=
  diagonal (fun i => (√(m i))⁻¹) * H * diagonal (fun i => (√(m i))⁻¹)

/-- The product of the positive eigenvalues of a real symmetric matrix. -/
def stableProduct {D : Matrix n n ℝ} (hD : D.IsHermitian) : ℝ :=
  ∏ j ∈ Finset.univ.filter (fun j => 0 < hD.eigenvalues j), hD.eigenvalues j

/-- The matrix `D` is invertible and has exactly one negative eigenvalue, `-w²` with `w > 0`. -/
def IsSaddle {D : Matrix n n ℝ} (hD : D.IsHermitian) (w : ℝ) : Prop :=
  0 < w ∧ D.det ≠ 0 ∧
    ∃ k, hD.eigenvalues k = -w ^ 2 ∧ ∀ j, j ≠ k → 0 ≤ hD.eigenvalues j

/-- The Vineyard prefactor for mass-weighted Hessians `D₀` at the minimum and `D₁` at the saddle:
the product of the frequencies `√λ/(2π)` over all eigenvalues `λ` of `D₀`, divided by the product of
the frequencies of the stable modes at the saddle. -/
def prefactor {D₀ D₁ : Matrix n n ℝ} (h₀ : D₀.IsHermitian) (h₁ : D₁.IsHermitian) : ℝ :=
  (∏ i, √(h₀.eigenvalues i) / (2 * Real.pi)) /
    ∏ j ∈ Finset.univ.filter (fun j => 0 < h₁.eigenvalues j),
      √(h₁.eigenvalues j) / (2 * Real.pi)

/-- The entries of the mass-weighted Hessian are `Hᵢⱼ / (√mᵢ √mⱼ)`. -/
theorem massWeighted_apply (m : n → ℝ) (H : Matrix n n ℝ) (i j : n) :
    massWeighted m H i j = (√(m i))⁻¹ * H i j * (√(m j))⁻¹ := by
  rw [massWeighted, Matrix.mul_diagonal, Matrix.diagonal_mul]

/-- Mass weighting keeps a Hessian symmetric. -/
theorem massWeighted_isHermitian (m : n → ℝ) {H : Matrix n n ℝ} (hH : H.IsHermitian) :
    (massWeighted m H).IsHermitian := by
  refine Matrix.IsHermitian.ext fun i j => ?_
  have h : H j i = H i j := by simpa using hH.apply i j
  rw [star_trivial, massWeighted_apply, massWeighted_apply, h]
  ring

/-- The determinant of the mass-weighted Hessian times the product of all masses is the
determinant of the bare Hessian. -/
theorem det_massWeighted {m : n → ℝ} (hm : ∀ i, 0 < m i) (H : Matrix n n ℝ) :
    (massWeighted m H).det * ∏ i, m i = H.det := by
  have h : (∏ i, (√(m i))⁻¹) * (∏ i, (√(m i))⁻¹) * ∏ i, m i = 1 := by
    rw [← Finset.prod_mul_distrib, ← Finset.prod_mul_distrib]
    refine Finset.prod_eq_one fun i _ => ?_
    rw [← mul_inv, Real.mul_self_sqrt (hm i).le, inv_mul_cancel₀ (hm i).ne']
  rw [massWeighted, Matrix.det_mul, Matrix.det_mul, Matrix.det_diagonal]
  linear_combination H.det * h

private theorem det_eq_prod {D : Matrix n n ℝ} (hD : D.IsHermitian) :
    D.det = ∏ i, hD.eigenvalues i := by
  simpa using hD.det_eq_prod_eigenvalues

omit [Fintype n] [DecidableEq n] in
private theorem prod_sqrt (s : Finset n) (f : n → ℝ) (hf : ∀ i ∈ s, 0 ≤ f i) :
    ∏ i ∈ s, √(f i) = √(∏ i ∈ s, f i) := by
  have h : (∏ i ∈ s, √(f i)) ^ 2 = ∏ i ∈ s, f i := by
    rw [← Finset.prod_pow]
    exact Finset.prod_congr rfl fun i hi => Real.sq_sqrt (hf i hi)
  rw [← h, Real.sqrt_sq (Finset.prod_nonneg fun i _ => Real.sqrt_nonneg _)]

/-- At a saddle, the modes with positive eigenvalue are all modes except one, whose eigenvalue
is `-w²`. -/
theorem stable_modes {D : Matrix n n ℝ} {hD : D.IsHermitian} {w : ℝ} (h : IsSaddle hD w) :
    ∃ k, hD.eigenvalues k = -w ^ 2 ∧
      Finset.univ.filter (fun j => 0 < hD.eigenvalues j) = Finset.univ.erase k := by
  obtain ⟨_, hdet, k, hk, hpos⟩ := h
  refine ⟨k, hk, ?_⟩
  ext j
  simp only [Finset.mem_filter, Finset.mem_univ, true_and, Finset.mem_erase, and_true]
  constructor
  · intro hj hjk
    rw [hjk] at hj
    linarith [sq_nonneg w]
  · intro hj
    -- a zero eigenvalue would make the determinant vanish
    refine lt_of_le_of_ne (hpos j hj) fun h0 => hdet ?_
    rw [det_eq_prod hD]
    exact Finset.prod_eq_zero (Finset.mem_univ j) h0.symm

/-- The determinant ratio of the mass-weighted Hessians, with the unstable mode left out at the
saddle, equals `w² det H₀ / |det H₁|`. -/
theorem det_ratio {m : n → ℝ} (hm : ∀ i, 0 < m i) (H₀ : Matrix n n ℝ) {H₁ : Matrix n n ℝ}
    (h₁ : H₁.IsHermitian) {w : ℝ} (hs : IsSaddle (massWeighted_isHermitian m h₁) w) :
    (massWeighted m H₀).det / stableProduct (massWeighted_isHermitian m h₁) =
      w ^ 2 * H₀.det / |H₁.det| := by
  have hw : 0 < w := hs.1
  have hP : 0 < stableProduct (massWeighted_isHermitian m h₁) :=
    Finset.prod_pos fun j hj => (Finset.mem_filter.1 hj).2
  have hM : 0 < ∏ i, m i := Finset.prod_pos fun i _ => hm i
  -- split off the unstable mode from the determinant at the saddle
  have hd : -w ^ 2 * stableProduct (massWeighted_isHermitian m h₁) =
      (massWeighted m H₁).det := by
    obtain ⟨k, hk, hf⟩ := stable_modes hs
    rw [stableProduct, hf, ← hk, det_eq_prod (massWeighted_isHermitian m h₁)]
    exact Finset.mul_prod_erase _ _ (Finset.mem_univ k)
  have e₀ := det_massWeighted hm H₀
  have e₁ := det_massWeighted hm H₁
  generalize stableProduct (massWeighted_isHermitian m h₁) = P at *
  have ha : H₁.det = -(w ^ 2 * P * ∏ i, m i) := by
    linear_combination -e₁ - (∏ i, m i) * hd
  have hpos : 0 < w ^ 2 * P * ∏ i, m i := mul_pos (mul_pos (pow_pos hw 2) hP) hM
  -- the product of the masses cancels
  rw [ha, abs_neg, abs_of_pos hpos, ← e₀, div_eq_div_iff hP.ne' hpos.ne']
  ring

/-- The Vineyard prefactor equals `(w/2π) √(det H₀ / |det H₁|)`, with bare Hessians `H₀` at the
minimum and `H₁` at the saddle. -/
theorem prefactor_eq {m : n → ℝ} (hm : ∀ i, 0 < m i) {H₀ H₁ : Matrix n n ℝ}
    (h₀ : H₀.PosDef) (h₁ : H₁.IsHermitian) {w : ℝ}
    (hs : IsSaddle (massWeighted_isHermitian m h₁) w) :
    prefactor (massWeighted_isHermitian m h₀.isHermitian) (massWeighted_isHermitian m h₁) =
      w / (2 * Real.pi) * √(H₀.det / |H₁.det|) := by
  have hpsd : (massWeighted m H₀).PosSemidef := by
    have h := h₀.posSemidef.mul_mul_conjTranspose_same (diagonal fun i => (√(m i))⁻¹)
    have hS : (diagonal fun i => (√(m i))⁻¹)ᴴ = diagonal fun i => (√(m i))⁻¹ := by
      simp
    rw [hS] at h
    exact h
  have hP : 0 < stableProduct (massWeighted_isHermitian m h₁) :=
    Finset.prod_pos fun j hj => (Finset.mem_filter.1 hj).2
  have hroot : √((massWeighted m H₀).det) / √(stableProduct (massWeighted_isHermitian m h₁)) =
      w * √(H₀.det / |H₁.det|) := by
    rw [← Real.sqrt_div' _ hP.le, det_ratio hm H₀ h₁ hs, mul_div_assoc,
      Real.sqrt_mul (sq_nonneg w), Real.sqrt_sq hs.1.le]
  -- the saddle has one stable mode fewer, which leaves a single factor `2π`
  have hcard : (Finset.univ : Finset n).card = (Finset.univ.filter
      (fun j => 0 < (massWeighted_isHermitian m h₁).eigenvalues j)).card + 1 := by
    obtain ⟨k, _, hf⟩ := stable_modes hs
    rw [hf, Finset.card_erase_add_one (Finset.mem_univ k)]
  have hpi : (2 * Real.pi) ≠ 0 := by positivity
  have hP' := (Real.sqrt_pos.2 hP).ne'
  rw [prefactor, Finset.prod_div_distrib, Finset.prod_div_distrib, Finset.prod_const,
    Finset.prod_const, prod_sqrt _ _ (fun i _ => hpsd.eigenvalues_nonneg i),
    prod_sqrt _ _ (fun j hj => (Finset.mem_filter.1 hj).2.le), ← det_eq_prod, hcard, pow_succ]
  change _ / (√(stableProduct (massWeighted_isHermitian m h₁)) / _) = _
  rw [div_mul_eq_mul_div, ← hroot]
  field_simp

/-- Isotope effect: for two sets of masses on the same energy surface, the ratio of the Vineyard
prefactors is the ratio of the unstable frequencies. -/
theorem isotope_ratio {m m' : n → ℝ} (hm : ∀ i, 0 < m i) (hm' : ∀ i, 0 < m' i)
    {H₀ H₁ : Matrix n n ℝ} (h₀ : H₀.PosDef) (h₁ : H₁.IsHermitian) {w w' : ℝ}
    (hs : IsSaddle (massWeighted_isHermitian m h₁) w)
    (hs' : IsSaddle (massWeighted_isHermitian m' h₁) w') :
    prefactor (massWeighted_isHermitian m h₀.isHermitian) (massWeighted_isHermitian m h₁) /
      prefactor (massWeighted_isHermitian m' h₀.isHermitian) (massWeighted_isHermitian m' h₁) =
      w / w' := by
  have hdet : H₁.det ≠ 0 := by
    rw [← det_massWeighted hm H₁]
    exact mul_ne_zero hs.2.1 (Finset.prod_pos fun i _ => hm i).ne'
  have hX : 0 < √(H₀.det / |H₁.det|) :=
    Real.sqrt_pos.2 (div_pos h₀.det_pos (abs_pos.2 hdet))
  have hw' : 0 < w' := hs'.1
  have hpi := Real.pi_pos
  rw [prefactor_eq hm h₀ h₁ hs, prefactor_eq hm' h₀ h₁ hs',
    div_eq_div_iff (by positivity) hw'.ne']
  ring

/-- If a saddle matrix has an eigenvector with negative eigenvalue `-μ`, then `μ = w²`. -/
theorem unstable_unique {D : Matrix n n ℝ} {hD : D.IsHermitian} {w μ : ℝ} (h : IsSaddle hD w)
    (hμ : 0 < μ) {v : n → ℝ} (hv : v ≠ 0) (hDv : D *ᵥ v = (-μ) • v) : w ^ 2 = μ := by
  have hmem : -μ ∈ spectrum ℝ D := by
    rw [spectrum.mem_iff, Matrix.isUnit_iff_isUnit_det]
    have h0 : (algebraMap ℝ (Matrix n n ℝ) (-μ) - D).det = 0 := by
      refine Matrix.exists_mulVec_eq_zero_iff.1 ⟨v, hv, ?_⟩
      rw [Algebra.algebraMap_eq_smul_one, Matrix.sub_mulVec, Matrix.smul_mulVec,
        Matrix.one_mulVec, hDv, sub_self]
    rw [h0]
    exact not_isUnit_zero
  rw [hD.spectrum_real_eq_range_eigenvalues] at hmem
  obtain ⟨j, hj⟩ := hmem
  obtain ⟨_, _, k, hk, hpos⟩ := h
  by_cases hjk : j = k
  · rw [hjk] at hj
    linarith
  · linarith [hpos j hjk]

/-- If the unstable direction is a single decoupled coordinate `k` with curvature `-κ`, then the
Vineyard prefactor equals `√(κ/mₖ)/(2π) · √(det H₀ / |det H₁|)`. -/
theorem prefactor_single_coordinate {m : n → ℝ} (hm : ∀ i, 0 < m i) {H₀ H₁ : Matrix n n ℝ}
    (h₀ : H₀.PosDef) (h₁ : H₁.IsHermitian) {w κ : ℝ}
    (hs : IsSaddle (massWeighted_isHermitian m h₁) w) (hκ : 0 < κ) (k : n)
    (hkk : H₁ k k = -κ) (hoff : ∀ i, i ≠ k → H₁ i k = 0) :
    prefactor (massWeighted_isHermitian m h₀.isHermitian) (massWeighted_isHermitian m h₁) =
      √(κ / m k) / (2 * Real.pi) * √(H₀.det / |H₁.det|) := by
  have hv : (Pi.single k 1 : n → ℝ) ≠ 0 := fun h => by simpa using congrFun h k
  have hw : w ^ 2 = κ / m k := by
    refine unstable_unique hs (div_pos hκ (hm k)) hv ?_
    ext i
    have hcol : (massWeighted m H₁ *ᵥ Pi.single k 1) i = massWeighted m H₁ i k := by simp
    rw [hcol, massWeighted_apply]
    by_cases h : i = k
    · have e : (√(m k))⁻¹ * (√(m k))⁻¹ = (m k)⁻¹ := by
        rw [← mul_inv, Real.mul_self_sqrt (hm k).le]
      rw [h, hkk, Pi.smul_apply, Pi.single_eq_same, smul_eq_mul]
      linear_combination (-κ) * e
    · rw [hoff i h]
      simp [h]
  rw [prefactor_eq hm h₀ h₁ hs, ← hw, Real.sqrt_sq hs.1.le]

end

end VineyardPrefactor
```

```lean
#print axioms VineyardPrefactor.isotope_ratio
-- 'VineyardPrefactor.isotope_ratio' depends on axioms: [propext, Classical.choice, Quot.sound]
#print axioms VineyardPrefactor.prefactor_single_coordinate
-- 'VineyardPrefactor.prefactor_single_coordinate' depends on axioms: [propext, Classical.choice, Quot.sound]
```

## How the Lean statements map to the physics

The finite type `n` labels coordinates, not atoms. A Cartesian calculation therefore repeats each atomic mass three times in `m`, although the theorems allow a different mass for every coordinate. `massWeighted m H` is S H S. For real matrices `IsHermitian` means symmetric, and `eigenvalues` lists the eigenvalues with multiplicity. `stableProduct` is P.

`IsSaddle` is a condition on the mass-weighted matrix. It asks for w > 0, a nonzero determinant, one eigenvalue −w² and all others nonnegative; the determinant condition then makes the others strictly positive.

`det_ratio` is the determinant identity. It places no condition on `H₀`, not even symmetry. `prefactor_eq` adds `PosDef` for `H₀`, which says that the starting point is a nondegenerate minimum, and evaluates `prefactor`, defined directly as the quotient of the products of √λ/(2π). `isotope_ratio` and `prefactor_single_coordinate` state the two consequences derived above.

## How the proof follows the derivation

`massWeighted_isHermitian` supplies the symmetry needed to speak of real eigenvalues, and `det_massWeighted` proves det(S H S) · M = det H. `stable_modes` shows that the positive modes are all modes except k: a zero eigenvalue elsewhere would make the determinant vanish, against the hypothesis.

In `det_ratio`, the step `hd` splits the saddle determinant into −w² P. The mass product is then carried as one positive factor, `abs_of_pos` settles the absolute value, and `ring` finishes the cancellation after the denominators are cleared.

In `prefactor_eq`, `hpsd` shows that the mass-weighted minimum has no negative eigenvalue, so `prod_sqrt` may turn a product of square roots into the square root of a product. `hroot` takes the root of the determinant identity, and `hcard` records that the saddle has one stable mode fewer, which leaves the single factor of 2π.

`isotope_ratio` applies this formula twice and cancels the common positive root. `unstable_unique` places the eigenvalue of a given eigenvector in the eigenvalue list, where −w² is the only negative entry. `prefactor_single_coordinate` applies it to the unit vector e_k, with `hcol` reading off column k of the mass-weighted matrix.

## Where the result stops

The theorems concern the value of the prefactor. They do not derive the harmonic rate law in which it multiplies a Boltzmann factor, and they contain no anharmonicity, recrossing, tunnelling or zero-point energy.

Zero modes are excluded. The full Cartesian Hessian of a free molecule has vanishing eigenvalues from translation and rotation, so neither formula applies to it as it stands. A Hessian over the moving atoms only, with enough others held fixed to remove these modes, is covered if it meets the hypotheses.

The saddle condition is assumed, and in `isotope_ratio` it is assumed separately for each set of masses. By Sylvester's law of inertia the number of negative eigenvalues is the same for all positive masses, so a code needs to check it only once.

All quantities are exact real numbers. Finite-difference noise in the Hessian, rounding in the determinants and a soft mode whose computed sign is uncertain remain matters for the code's own error control.
